# Newton–Schulz iteration for the square root and inverse square root of a real symmetric matrix with eigenvalues in (0,3)

The iteration is defined for an element $S$ of any real algebra with unit, commutative or not. One definition then serves a single number, a list of eigenvalues and a matrix, and results can be carried from one to the next. In the code, `A` and `B` are two such algebras.

```lean
import Mathlib

open Matrix Filter Topology

namespace NewtonSchulzSquareRoot

noncomputable section

variable {A B : Type*} [Ring A] [Algebra ℝ A] [Ring B] [Algebra ℝ B]
```

Start from $Y_0=S$, $Z_0=1$. Each step uses the correction factor $T=\tfrac12(3-Z_kY_k)$, written `corr`.

```lean
/-- The correction factor `T = (3 - Z Y) / 2`. -/
def corr (Z Y : A) : A := (1 / 2 : ℝ) • ((3 : ℝ) • (1 : A) - Z * Y)
```

The update is $Y_{k+1}=Y_kT$, $Z_{k+1}=TZ_k$. The function `iter` returns the pair $(Y_k,Z_k)$, and `Y S k` and `Z S k` are its two components.

```lean
/-- The coupled iteration `(Y, Z) ↦ (Y T, T Z)`, started from `(S, 1)`. -/
def iter (S : A) : ℕ → A × A
  | 0 => (S, 1)
  | k + 1 => ((iter S k).1 * corr (iter S k).2 (iter S k).1,
      corr (iter S k).2 (iter S k).1 * (iter S k).2)

/-- The iterate `Y_k`. -/
def Y (S : A) (k : ℕ) : A := (iter S k).1

/-- The iterate `Z_k`. -/
def Z (S : A) (k : ℕ) : A := (iter S k).2
```

The residual $R_k=1-Z_kY_k$ measures how far $Z_k$ is from being an inverse of $Y_k$.

```lean
/-- The residual `R_k = 1 - Z_k Y_k`. -/
def R (S : A) (k : ℕ) : A := 1 - Z S k * Y S k
```

## (a) How the two iterates are related

Show that, for every $k$,
$$Y_k=SZ_k,\qquad SZ_k=Z_kS.$$

**Solution.** Use induction. At $k=0$ both equations hold because $Z_0=1$. If they hold at $k$, then $T=\tfrac12(3-Z_kSZ_k)$ is built from $S$ and $Z_k$, which commute, so $T$ commutes with both. Hence
$$Y_{k+1}=SZ_kT=STZ_k=SZ_{k+1},$$
and $S$ commutes with $TZ_k=Z_{k+1}$.

In the code, `hT` states that whatever commutes with $S$ and $Z_k$ commutes with $T$. It is used once for $Z_k$ and once for $S$.

```lean
/-- At every step `Y_k = S Z_k`, and `Z_k` commutes with `S`. -/
theorem Y_eq_mul_Z (S : A) (k : ℕ) : Y S k = S * Z S k ∧ Commute S (Z S k) := by
  induction k with
  | zero => exact ⟨(mul_one S).symm, Commute.one_right S⟩
  | succ k ih =>
    obtain ⟨hY, hc⟩ := ih
    -- whatever commutes with `S` and `Z_k` commutes with `T`
    have hT : ∀ X : A, Commute X S → Commute X (Z S k) →
        Commute X (corr (Z S k) (Y S k)) := by
      intro X h1 h2
      rw [hY]
      exact (((Commute.one_right X).smul_right (3 : ℝ)).sub_right
        (h2.mul_right (h1.mul_right h2))).smul_right (1 / 2 : ℝ)
    constructor
    · change Y S k * corr (Z S k) (Y S k) = S * (corr (Z S k) (Y S k) * Z S k)
      rw [← (hT _ hc.symm (Commute.refl _)).eq, ← mul_assoc, ← hY]
    · exact (hT S (Commute.refl S) hc).mul_right hc
```

## (b) A closed recursion for the residual

Show that
$$R_{k+1}=\tfrac14\left(3R_k^2+R_k^3\right).$$

**Solution.** Write $R=R_k$. Since $Z_kY_k=1-R$, the correction factor is $T=1+\tfrac12R$. Then
$$R_{k+1}=1-TZ_kY_kT=1-(1+\tfrac12R)(1-R)(1+\tfrac12R).$$
Only powers of $R$ occur, so the factors can be reordered:
$$(1+R+\tfrac14R^2)(1-R)=1-\tfrac34R^2-\tfrac14R^3.$$

The proof follows the same route: `hZY` and `hT` are the two substitutions, `simp only` multiplies out, and `module` collects the real coefficients.

```lean
/-- The residual obeys `R_(k+1) = (3 R_k² + R_k³) / 4`. -/
theorem residual_succ (S : A) (k : ℕ) :
    R S (k + 1) = (1 / 4 : ℝ) • ((3 : ℝ) • R S k ^ 2 + R S k ^ 3) := by
  have hZY : Z S k * Y S k = 1 - R S k := by simp only [R]; abel
  have hT : corr (Z S k) (Y S k) = 1 + (1 / 2 : ℝ) • R S k := by
    rw [corr, hZY]; module
  have h : R S (k + 1) =
      1 - corr (Z S k) (Y S k) * (Z S k * Y S k) * corr (Z S k) (Y S k) := by
    change 1 - corr (Z S k) (Y S k) * Z S k * (Y S k * corr (Z S k) (Y S k)) = _
    simp only [mul_assoc]
  rw [h, hT, hZY]
  simp only [pow_succ, pow_zero, mul_add, add_mul, mul_sub, sub_mul, smul_mul_assoc,
    mul_smul_comm, mul_one, one_mul, mul_assoc]
  module
```

## (c) Passing the iteration through a homomorphism

Let $\varphi$ be a homomorphism of real algebras. Show that
$$Y_k(\varphi(S))=\varphi(Y_k(S)),\qquad Z_k(\varphi(S))=\varphi(Z_k(S)).$$

**Solution.** At $k=0$ this says $\varphi(S)=\varphi(S)$ and $1=\varphi(1)$. A step uses only products, differences, real multiples and the unit, all of which $\varphi$ preserves. So $\varphi$ sends $T$ to the correction factor of the images, and the equations pass from $k$ to $k+1$.

```lean
/-- The iteration commutes with every homomorphism of real algebras. -/
theorem iter_map (f : A →ₐ[ℝ] B) (S : A) (k : ℕ) :
    Y (f S) k = f (Y S k) ∧ Z (f S) k = f (Z S k) := by
  induction k with
  | zero => exact ⟨rfl, (map_one f).symm⟩
  | succ k ih =>
    obtain ⟨hY, hZ⟩ := ih
    constructor
    · change Y (f S) k * corr (Z (f S) k) (Y (f S) k) = f (Y S k * corr (Z S k) (Y S k))
      rw [hY, hZ]
      simp only [corr, map_mul, map_smul, map_sub, map_one]
    · change corr (Z (f S) k) (Y (f S) k) * Z (f S) k = f (corr (Z S k) (Y S k) * Z S k)
      rw [hY, hZ]
      simp only [corr, map_mul, map_smul, map_sub, map_one]
```

## (d) Bounds for a single number

Let $s$ be a real number with $0<s<3$. Show that, for the iteration started from $s$,
$$Z_k>0,\qquad -2<R_k<1.$$

**Solution.** At $k=0$, $Z_0=1$ and $R_0=1-s$ lies in $(-2,1)$. Suppose the bounds hold at $k$, and write $r=R_k$. Then $T=1+\tfrac12r>0$, so $Z_{k+1}=TZ_k>0$. By (b), $R_{k+1}=\tfrac14r^2(3+r)\ge0>-2$. Finally,
$$1-R_{k+1}=\tfrac14(4-3r^2-r^3)=\tfrac14(1-r)(r+2)^2>0.$$

The code supplies the signs of these two products, and `nlinarith` combines them with the recursion.

```lean
/-- For a number `s` in `(0,3)`, `Z_k` stays positive and the residual stays in `(-2,1)`. -/
theorem scalar_bounds {s : ℝ} (h0 : 0 < s) (h3 : s < 3) (k : ℕ) :
    0 < Z s k ∧ -2 < R s k ∧ R s k < 1 := by
  induction k with
  | zero =>
    refine ⟨one_pos, ?_, ?_⟩
    · change -2 < 1 - 1 * s
      linarith
    · change 1 - 1 * s < 1
      linarith
  | succ k ih =>
    obtain ⟨hz, hl, hu⟩ := ih
    have hR := residual_succ s k
    simp only [smul_eq_mul] at hR
    refine ⟨?_, ?_, ?_⟩
    · refine mul_pos (?_ : 0 < corr (Z s k) (Y s k)) hz
      have h : R s k = 1 - Z s k * Y s k := rfl
      simp only [corr, smul_eq_mul]
      linarith
    · have := mul_nonneg (sq_nonneg (R s k)) (by linarith : 0 ≤ 3 + R s k)
      nlinarith
    · -- `4 - 3r² - r³ = (1 - r)(r + 2)²`
      have := mul_pos (sub_pos.2 hu) (pow_pos (by linarith : 0 < R s k + 2) 2)
      nlinarith
```

## (e) The rate for a single number

For the same $s$, show that
$$0\le R_{k+1}\le R_1^{\,2^k}.$$

**Solution.** Nonnegativity follows from $R_{k+1}=\tfrac14R_k^2(3+R_k)$ and $R_k>-2$. For the upper bound, $k=0$ is an equality. Since $R_{k+1}<1$,
$$R_{k+2}=R_{k+1}^2\,\frac{3+R_{k+1}}4\le R_{k+1}^2\le\left(R_1^{\,2^k}\right)^2=R_1^{\,2^{k+1}}.$$

The `calc` block is this chain; squaring the induction hypothesis needs the nonnegativity `hpos`.

```lean
/-- For a number `s` in `(0,3)`, the residual satisfies `0 ≤ R_(k+1) ≤ R_1^(2^k)`. -/
theorem scalar_quadratic {s : ℝ} (h0 : 0 < s) (h3 : s < 3) (k : ℕ) :
    0 ≤ R s (k + 1) ∧ R s (k + 1) ≤ R s 1 ^ 2 ^ k := by
  have hpos : ∀ j, 0 ≤ R s (j + 1) := by
    intro j
    have hR := residual_succ s j
    simp only [smul_eq_mul] at hR
    have := mul_nonneg (sq_nonneg (R s j))
      (by linarith [(scalar_bounds h0 h3 j).2.1] : 0 ≤ 3 + R s j)
    nlinarith
  refine ⟨hpos k, ?_⟩
  induction k with
  | zero => simp
  | succ k ih =>
    have hR := residual_succ s (k + 1)
    simp only [smul_eq_mul] at hR
    have h1 := mul_nonneg (sq_nonneg (R s (k + 1)))
      (sub_nonneg.2 (scalar_bounds h0 h3 (k + 1)).2.2.le)
    calc R s (k + 1 + 1) ≤ R s (k + 1) ^ 2 := by nlinarith
      _ ≤ (R s 1 ^ 2 ^ k) ^ 2 := pow_le_pow_left₀ (hpos k) ih 2
      _ = R s 1 ^ 2 ^ (k + 1) := by rw [← pow_mul, ← pow_succ]
```

## (f) The limits for a single number

Show that, for $0<s<3$,
$$Y_k\to\sqrt s,\qquad Z_k\to\frac1{\sqrt s}.$$

**Solution.** By (d) and (e), $0\le R_1<1$, so $R_1^{\,2^k}\to0$ and therefore $R_k\to0$. By (a), $1-R_k=Z_kY_k=sZ_k^2$. As $Z_k>0$, the positive root is the right one: $\sqrt{1-R_k}=\sqrt s\,Z_k$. Hence
$$Z_k=\frac{\sqrt{1-R_k}}{\sqrt s}\to\frac1{\sqrt s},\qquad Y_k=sZ_k=\sqrt s\,\sqrt{1-R_k}\to\sqrt s.$$

In Lean, `hr` is the limit of the residual and `hz` is the choice of root.

```lean
/-- For a number `s` in `(0,3)`, `Y_k` tends to `√s` and `Z_k` to `1/√s`. -/
theorem scalar_tendsto {s : ℝ} (h0 : 0 < s) (h3 : s < 3) :
    Tendsto (Y s) atTop (𝓝 (√s)) ∧ Tendsto (Z s) atTop (𝓝 (√s)⁻¹) := by
  have hr : Tendsto (R s) atTop (𝓝 0) := by
    rw [← tendsto_add_atTop_iff_nat 1]
    refine squeeze_zero (fun k => (scalar_quadratic h0 h3 k).1)
      (fun k => (scalar_quadratic h0 h3 k).2) ?_
    exact (tendsto_pow_atTop_nhds_zero_of_lt_one (scalar_quadratic h0 h3 0).1
      (scalar_bounds h0 h3 1).2.2).comp (tendsto_pow_atTop_atTop_of_one_lt one_lt_two)
  have hq : Tendsto (fun k => √(1 - R s k)) atTop (𝓝 1) := by
    simpa using (hr.const_sub 1).sqrt
  have hs : √s ≠ 0 := (Real.sqrt_pos.2 h0).ne'
  -- positivity of `Z_k` selects the positive root
  have hz : ∀ k, √(1 - R s k) = √s * Z s k := by
    intro k
    have h : 1 - R s k = s * Z s k ^ 2 := by
      rw [R, (Y_eq_mul_Z s k).1]; ring
    rw [h, Real.sqrt_mul h0.le, Real.sqrt_sq (scalar_bounds h0 h3 k).1.le]
  constructor
  · have h : Y s = fun k => √s * √(1 - R s k) := by
      funext k
      rw [hz, ← mul_assoc, Real.mul_self_sqrt h0.le, (Y_eq_mul_Z s k).1]
    rw [h]
    simpa using hq.const_mul (√s)
  · have h : Z s = fun k => (√s)⁻¹ * √(1 - R s k) := by
      funext k
      rw [hz, inv_mul_cancel_left₀ hs]
    rw [h]
    simpa using hq.const_mul (√s)⁻¹
```

## Functions of a symmetric matrix

From here on $S$ is a real $n\times n$ matrix. The hypothesis `S.IsHermitian` means, for real entries, that $S$ is symmetric. Let $\lambda_i$ be its eigenvalues and $U$ the orthogonal matrix whose columns are orthonormal eigenvectors. For a list $v$ of $n$ numbers put $E(v)=U\,\mathrm{diag}(v)\,U^{\mathsf T}$; this is `eigenMap`. It is linear, $E(1)=UU^{\mathsf T}=1$, and $U^{\mathsf T}U=1$ gives $E(v)E(w)=E(vw)$ with entrywise product $vw$. So $E$ is an algebra homomorphism, to which (c) applies.

```lean
variable {n : Type*} [Fintype n] [DecidableEq n] {S : Matrix n n ℝ}

/-- The matrix with prescribed eigenvalues `v` in the orthonormal eigenbasis of `S`. -/
def eigenMap (hS : S.IsHermitian) : (n → ℝ) →ₐ[ℝ] Matrix n n ℝ :=
  AlgHom.ofLinearMap
    { toFun := fun v => (hS.eigenvectorUnitary : Matrix n n ℝ) * diagonal v *
        star (hS.eigenvectorUnitary : Matrix n n ℝ)
      map_add' := fun v w => by
        have h : diagonal (v + w) = diagonal v + diagonal w := (diagonal_add v w).symm
        rw [h, mul_add, add_mul]
      map_smul' := fun c v => by
        rw [diagonal_smul, mul_smul_comm, smul_mul_assoc, RingHom.id_apply] }
    (by
      change (hS.eigenvectorUnitary : Matrix n n ℝ) * diagonal (fun _ => 1) *
        star (hS.eigenvectorUnitary : Matrix n n ℝ) = 1
      rw [diagonal_one, mul_one]
      exact mem_unitaryGroup_iff.1 hS.eigenvectorUnitary.2)
    (fun v w => by
      have hU := mem_unitaryGroup_iff'.1 hS.eigenvectorUnitary.2
      have h : diagonal (v * w) = diagonal v * diagonal w := (diagonal_mul_diagonal v w).symm
      change (hS.eigenvectorUnitary : Matrix n n ℝ) * diagonal (v * w) * star _ =
        (hS.eigenvectorUnitary : Matrix n n ℝ) * diagonal v * star _ *
          ((hS.eigenvectorUnitary : Matrix n n ℝ) * diagonal w * star _)
      rw [h]
      simp only [mul_assoc]
      rw [← mul_assoc (star (hS.eigenvectorUnitary : Matrix n n ℝ))
        (hS.eigenvectorUnitary : Matrix n n ℝ), hU, one_mul])
```

A function $f$ of $S$ is defined by $f(S)=E(f(\lambda))$, with $f$ acting on each eigenvalue.

```lean
/-- The matrix function `f(S)`: `f` applied to the eigenvalues of `S` in its eigenbasis. -/
def matFun (hS : S.IsHermitian) (f : ℝ → ℝ) : Matrix n n ℝ :=
  eigenMap hS (fun i => f (hS.eigenvalues i))
```

## (g) Rebuilding the matrix

Show that
$$E(\lambda)=S.$$

**Solution.** The eigenvalue equations, taken column by column, read $SU=U\,\mathrm{diag}(\lambda)$. Multiply by $U^{\mathsf T}$ from the right. Lean takes this from Mathlib's spectral theorem.

```lean
/-- A real symmetric matrix is rebuilt from its eigenvalues and eigenvectors. -/
theorem eigenMap_eigenvalues (hS : S.IsHermitian) : eigenMap hS hS.eigenvalues = S := by
  have h := hS.spectral_theorem
  rw [Unitary.conjStarAlgAut_apply] at h
  exact h.symm
```

## (h) The square root deserves its name

Let all $\lambda_i>0$, and let $S^{1/2}=E(\sqrt\lambda)$ and $S^{-1/2}=E(1/\sqrt\lambda)$. Show that $S^{1/2}$ is positive semidefinite and that
$$S^{1/2}S^{1/2}=S,\qquad S^{-1/2}S^{1/2}=1.$$

**Solution.** Since $E$ preserves products, the first product is $E(\lambda)=S$ and the second is $E(1)=1$. For positivity, let $Q=E(\lambda^{1/4})$, which is symmetric. Then $S^{1/2}=Q^2=Q^{\mathsf T}Q$, and $x^{\mathsf T}Q^{\mathsf T}Qx=|Qx|^2\ge0$ for every vector $x$.

A positive semidefinite matrix has exactly one positive semidefinite square root, so $S^{1/2}$ does not depend on the choice of eigenbasis. This uniqueness is not proved here.

```lean
/-- For positive eigenvalues, `S^(1/2)` is positive semidefinite and squares to `S`, and
`S^(-1/2)` is its inverse. -/
theorem matFun_sqrt (hS : S.IsHermitian) (h : ∀ i, 0 < hS.eigenvalues i) :
    (matFun hS Real.sqrt).PosSemidef ∧ matFun hS Real.sqrt * matFun hS Real.sqrt = S ∧
      matFun hS (fun x => (√x)⁻¹) * matFun hS Real.sqrt = 1 := by
  refine ⟨?_, ?_, ?_⟩
  · -- `S^(1/2)` is the square of the symmetric matrix `S^(1/4)`
    have hH : (matFun hS (fun x => √(√x)))ᴴ = matFun hS (fun x => √(√x)) := by
      change ((hS.eigenvectorUnitary : Matrix n n ℝ) * diagonal _ * star _)ᴴ =
        (hS.eigenvectorUnitary : Matrix n n ℝ) * diagonal _ * star _
      simp only [star_eq_conjTranspose, conjTranspose_mul, conjTranspose_conjTranspose,
        diagonal_conjTranspose, star_trivial, mul_assoc]
    have hsq : matFun hS (fun x => √(√x)) * matFun hS (fun x => √(√x)) =
        matFun hS Real.sqrt :=
      (map_mul (eigenMap hS) _ _).symm.trans (congrArg (eigenMap hS)
        (funext fun i => Real.mul_self_sqrt (Real.sqrt_nonneg _)))
    have hp := posSemidef_conjTranspose_mul_self (matFun hS (fun x => √(√x)))
    rwa [hH, hsq] at hp
  · exact (map_mul (eigenMap hS) _ _).symm.trans ((congrArg (eigenMap hS)
      (funext fun i => Real.mul_self_sqrt (h i).le)).trans (eigenMap_eigenvalues hS))
  · exact (map_mul (eigenMap hS) _ _).symm.trans ((congrArg (eigenMap hS)
      (funext fun i => inv_mul_cancel₀ (Real.sqrt_pos.2 (h i)).ne')).trans
        (map_one (eigenMap hS)))
```

## (i) Convergence for matrices

Let $0<\lambda_i<3$ for all $i$. Show that
$$Y_k\to S^{1/2},\qquad Z_k\to S^{-1/2}.$$

**Solution.** By (g) and (c), $Y_k(S)=E(Y_k(\lambda))$. Picking out the $i$-th entry of a list is also a homomorphism, so that entry of $Y_k(\lambda)$ is $Y_k(\lambda_i)$, which tends to $\sqrt{\lambda_i}$ by (f). The map $E$ is continuous, so $Y_k(S)\to E(\sqrt\lambda)$. The argument for $Z_k$ is the same.

In the code, `hm` is the reduction to the list, `he` the reduction to single numbers, and `hc` the continuity. Convergence is entry by entry and in exact arithmetic; rounding errors are not modelled.

```lean
/-- For real symmetric `S` with eigenvalues in `(0,3)`, the iterates `Y_k` and `Z_k` converge
to `S^(1/2)` and `S^(-1/2)`. -/
theorem newtonSchulz_tendsto (hS : S.IsHermitian)
    (h : ∀ i, 0 < hS.eigenvalues i ∧ hS.eigenvalues i < 3) :
    Tendsto (Y S) atTop (𝓝 (matFun hS Real.sqrt)) ∧
      Tendsto (Z S) atTop (𝓝 (matFun hS (fun x => (√x)⁻¹))) := by
  have hc : Continuous (eigenMap hS) :=
    (continuous_const.matrix_mul continuous_id.matrix_diagonal).matrix_mul continuous_const
  -- the iteration acts on each eigenvalue separately
  have hm := iter_map (eigenMap hS) hS.eigenvalues
  rw [eigenMap_eigenvalues hS] at hm
  have he := fun i => iter_map (Pi.evalAlgHom ℝ (fun _ : n => ℝ) i) hS.eigenvalues
  constructor
  · rw [funext fun k => (hm k).1]
    refine (hc.tendsto _).comp (tendsto_pi_nhds.2 fun i => ?_)
    exact (scalar_tendsto (h i).1 (h i).2).1.congr fun k => (he i k).1
  · rw [funext fun k => (hm k).2]
    refine (hc.tendsto _).comp (tendsto_pi_nhds.2 fun i => ?_)
    exact (scalar_tendsto (h i).1 (h i).2).2.congr fun k => (he i k).2
```

## (j) Orthogonalising a basis

Under the same hypothesis, show that
$$Z_kSZ_k\to1.$$

**Solution.** By (a), $Z_kSZ_k=Z_kY_k$, which tends to $S^{-1/2}S^{1/2}=1$ by (i) and (h).

In electronic structure, for a finite real basis with overlap matrix $S$, the limit $Z_k\to S^{-1/2}$ gives Löwdin orthogonalisation. The iteration approaches it without diagonalising $S$, using matrix products, differences and real multiples. Positive eigenvalues mean that the basis functions are linearly independent. The upper bound 3 is a matter of scale: for an overlap matrix with larger eigenvalues, iterate on $S/c$ with a suitable $c>0$ and divide the resulting inverse square root by $\sqrt c$.

```lean
/-- For real symmetric `S` with eigenvalues in `(0,3)`, the product `Z_k S Z_k` tends to the
identity. -/
theorem overlap_tendsto_one (hS : S.IsHermitian)
    (h : ∀ i, 0 < hS.eigenvalues i ∧ hS.eigenvalues i < 3) :
    Tendsto (fun k => Z S k * S * Z S k) atTop (𝓝 1) := by
  obtain ⟨hY, hZ⟩ := newtonSchulz_tendsto hS h
  have hl := hZ.mul hY
  rw [(matFun_sqrt hS fun i => (h i).1).2.2] at hl
  exact hl.congr fun k => by rw [(Y_eq_mul_Z S k).1, mul_assoc]
```

## (k) The limiting case at the upper bound

Let $S=3\cdot1$ in any real algebra. Show that
$$Z_{k+1}=0\quad\text{for all }k\ge0.$$

**Solution.** In the first step $T=\tfrac12(3-3)=0$, so $Z_1=0$. Afterwards $Z_{k+1}=TZ_k=0$. Already for a $1\times1$ matrix, then, the iteration misses $1/\sqrt3$, and the bound in (i) can't be relaxed to include 3.

```lean
/-- At the excluded endpoint `S = 3·1`, `Z_k` is zero from the first step on. -/
theorem endpoint_three (k : ℕ) : Z ((3 : ℝ) • (1 : A)) (k + 1) = 0 := by
  induction k with
  | zero =>
    change corr (1 : A) ((3 : ℝ) • (1 : A)) * 1 = 0
    rw [corr, one_mul, sub_self, smul_zero, zero_mul]
  | succ k ih =>
    change corr _ _ * Z ((3 : ℝ) • (1 : A)) (k + 1) = 0
    rw [ih, mul_zero]

end

end NewtonSchulzSquareRoot
```

```lean
#print axioms NewtonSchulzSquareRoot.newtonSchulz_tendsto
#print axioms NewtonSchulzSquareRoot.overlap_tendsto_one
#print axioms NewtonSchulzSquareRoot.endpoint_three
```

```
'NewtonSchulzSquareRoot.newtonSchulz_tendsto' depends on axioms: [propext, Classical.choice, Quot.sound]
'NewtonSchulzSquareRoot.overlap_tendsto_one' depends on axioms: [propext, Classical.choice, Quot.sound]
'NewtonSchulzSquareRoot.endpoint_three' depends on axioms: [propext, Classical.choice, Quot.sound]
```
